# At fixed density, spin polarization multiplies the kinetic energy of a three-dimensional free electron gas by a factor between 1 and $2^{2/3}$

To get the Thomas–Fermi kinetic energy of a spin-polarized system on a grid, I evaluate the unpolarized expression at the total density $n$ of each grid point and multiply it by

$$F(\zeta)=\frac{(1+\zeta)^{5/3}+(1-\zeta)^{5/3}}{2},$$

where $\zeta$ is the spin-up density minus the spin-down density, divided by $n$. The factor puzzles me at $\zeta=1$. One spin channel is then empty and has no kinetic energy at all, yet the total goes up. The other channel has twice its former density, and its energy grows as the 5/3 power of that density, so I would have expected a factor $2^{5/3}$. The formula gives $2^{2/3}$. Where did the other factor of two go? And can some intermediate polarization take the energy below the unpolarized value, or above the fully polarized one?

## One occupied channel replaces two

The missing factor of two is the number of channels. Doubling the density of one channel does multiply the energy of that channel by $2^{5/3}$, but that channel held only half of the unpolarized energy. The ratio of the totals is therefore $2^{5/3}/2=2^{2/3}$. The energy rises although a channel has been emptied, because the electrons moved out of it must occupy states of higher wavenumber in the other one.

No intermediate polarization leaves the range between the two cases. For $|\zeta|\le 1$ one has $1\le F(\zeta)\le 2^{2/3}$, with the lower value only at $\zeta=0$ and the upper one only at $|\zeta|=1$. For a non-interacting uniform gas in three dimensions at zero temperature, the factor $F(\zeta)$ gives the exact spin dependence of the kinetic energy density; using it point by point in an inhomogeneous system is an approximation.

## From the filled sphere to the factor $F$

Work in atomic units and take one spin channel of density $n_\sigma$. Per unit volume and unit wavenumber it has

$$\frac{4\pi k^2}{(2\pi)^3}=\frac{k^2}{2\pi^2}$$

plane-wave states at wavenumber $k$. Filling them up to $k_F$ gives the density

$$\int_0^{k_F}\frac{k^2}{2\pi^2}\,dk=\frac{k_F^3}{6\pi^2}=n_\sigma,
\qquad\text{so}\qquad k_F=(6\pi^2 n_\sigma)^{1/3}.$$

Each state carries the energy $k^2/2$, so the kinetic energy density of the channel is

$$\int_0^{k_F}\frac{k^2}{2}\,\frac{k^2}{2\pi^2}\,dk=\frac{k_F^5}{20\pi^2}
=\frac{6\pi^2(6\pi^2)^{2/3}n_\sigma^{5/3}}{20\pi^2}
=\frac{3}{10}(6\pi^2)^{2/3}n_\sigma^{5/3}.$$

The two channels have densities $n(1\pm\zeta)/2$. Their 5/3 powers are

$$\left(\frac{n(1\pm\zeta)}{2}\right)^{5/3}=\frac{n^{5/3}(1\pm\zeta)^{5/3}}{2\cdot 2^{2/3}},$$

and the prefactor splits as $(6\pi^2)^{2/3}=2^{2/3}(3\pi^2)^{2/3}$. The two factors $2^{2/3}$ cancel in the sum, and the remaining 2 in the denominator becomes the one in $F$:

$$\frac{3}{10}(3\pi^2)^{2/3}n^{5/3}F(\zeta).$$

For the lower bound, Bernoulli's inequality says that $(1+s)^{5/3}>1+\tfrac53 s$ for $s\ge -1$ and $s\ne 0$. Take $s=\zeta$ and $s=-\zeta$ and add. The linear terms cancel, the sum of the two powers exceeds 2, and $F(\zeta)>1$ for every nonzero $\zeta$ in the range. At $\zeta=0$ both powers are 1, so $F(0)=1$.

For the upper bound, let $|\zeta|<1$. Then $x=1+\zeta$ and $x=1-\zeta$ both lie strictly between 0 and 2, and

$$x^{5/3}=x\cdot x^{2/3}<x\cdot 2^{2/3}.$$

The two values of $x$ add up to 2, so half the sum of the powers is below $2^{2/3}$. At $|\zeta|=1$ one power is $2^{5/3}$ and the other is 0, which gives $F=2^{2/3}$ exactly.

## Eight electrons up for each one down

Let the spin densities be in the ratio $8:1$, so that $\zeta=7/9$. In units of the energy density of the smaller channel, the total is $8^{5/3}+1=32+1=33$. The unpolarized gas of the same total density has $4.5$ in each channel, which gives $2\cdot 4.5^{5/3}\approx 24.53$. The ratio is $F(7/9)\approx 1.345$, between 1 and $2^{2/3}\approx 1.587$ as it must be.

## The same gas in Lean

```lean
import Mathlib

open Real

namespace SpinPolarizedFreeGas

noncomputable section

/-- Number of plane-wave states of one spin, per unit volume and per unit wavenumber,
at wavenumber `k`. -/
def levelDensity (k : ℝ) : ℝ := 4 * π * k ^ 2 / (2 * π) ^ 3

/-- Fermi wavenumber of a single spin channel with density `n ≥ 0`. -/
def fermiWavenumber (n : ℝ) : ℝ := (6 * π ^ 2 * n) ^ (1 / 3 : ℝ)

/-- Kinetic energy density (atomic units) of one spin channel of density `n ≥ 0`:
the energy `k² / 2` summed over the filled Fermi sphere. -/
def spinKinetic (n : ℝ) : ℝ :=
  ∫ k in (0 : ℝ)..fermiWavenumber n, k ^ 2 / 2 * levelDensity k

/-- Kinetic energy density of the free gas with total density `n ≥ 0` and spin
polarization `ζ` in `[-1, 1]`, the spin densities being `n (1 ± ζ) / 2`. -/
def gasKinetic (n ζ : ℝ) : ℝ :=
  spinKinetic (n * (1 + ζ) / 2) + spinKinetic (n * (1 - ζ) / 2)

/-- The polarization factor `F(ζ)` of the kinetic energy, for `ζ` in `[-1, 1]`. -/
def polarizationFactor (ζ : ℝ) : ℝ :=
  ((1 + ζ) ^ (5 / 3 : ℝ) + (1 - ζ) ^ (5 / 3 : ℝ)) / 2

/-- For a nonnegative number, the power `5/3` is the number times its power `2/3`. -/
lemma rpow_five_thirds (x : ℝ) (hx : 0 ≤ x) :
    x ^ (5 / 3 : ℝ) = x * x ^ (2 / 3 : ℝ) := by
  have h : (5 / 3 : ℝ) = 1 + 2 / 3 := by norm_num
  rw [h, Real.rpow_add_of_nonneg hx (by norm_num) (by norm_num), Real.rpow_one]

/-- The Fermi sphere of a spin channel of density `n ≥ 0` holds exactly the density `n`. -/
theorem fermiSphere_density {n : ℝ} (hn : 0 ≤ n) :
    ∫ k in (0 : ℝ)..fermiWavenumber n, levelDensity k = n := by
  have hp := Real.pi_ne_zero
  have h : ∀ q : ℝ, levelDensity q = 1 / (2 * π ^ 2) * q ^ 2 := by
    intro q
    unfold levelDensity
    field_simp
    ring
  have cube : ∀ x : ℝ, 0 ≤ x → (x ^ (1 / 3 : ℝ)) ^ 3 = x := by
    intro x hx
    rw [← Real.rpow_natCast, ← Real.rpow_mul hx]
    norm_num
  have hk : fermiWavenumber n ^ 3 = 6 * π ^ 2 * n := cube _ (by positivity)
  simp only [h]
  rw [intervalIntegral.integral_const_mul, integral_pow]
  -- the integral is the cube of the Fermi wavenumber over `6 π²`
  calc _ = fermiWavenumber n ^ 3 / (6 * π ^ 2) := by push_cast; ring
    _ = n := by rw [hk]; field_simp

/-- The kinetic energy density of a spin channel of density `n ≥ 0` is
`(3/10) (6π²)^(2/3) n^(5/3)`. -/
theorem spinKinetic_eq {n : ℝ} (hn : 0 ≤ n) :
    spinKinetic n = 3 / 10 * (6 * π ^ 2) ^ (2 / 3 : ℝ) * n ^ (5 / 3 : ℝ) := by
  have hp := Real.pi_ne_zero
  have h : ∀ q : ℝ, q ^ 2 / 2 * levelDensity q = 1 / (4 * π ^ 2) * q ^ 4 := by
    intro q
    unfold levelDensity
    field_simp
    ring
  have fifth : ∀ x : ℝ, 0 ≤ x → (x ^ (1 / 3 : ℝ)) ^ 5 = x ^ (5 / 3 : ℝ) := by
    intro x hx
    rw [← Real.rpow_natCast, ← Real.rpow_mul hx]
    norm_num
  have hk : fermiWavenumber n ^ 5 = (6 * π ^ 2 * n) ^ (5 / 3 : ℝ) :=
    fifth _ (by positivity)
  unfold spinKinetic
  simp only [h]
  rw [intervalIntegral.integral_const_mul, integral_pow]
  -- the integral is the fifth power of the Fermi wavenumber over `20 π²`
  calc _ = fermiWavenumber n ^ 5 / (20 * π ^ 2) := by push_cast; ring
    _ = _ := by
      rw [hk, Real.mul_rpow (by positivity) hn,
        rpow_five_thirds (6 * π ^ 2) (by positivity)]
      generalize (6 * π ^ 2) ^ (2 / 3 : ℝ) = c
      generalize n ^ (5 / 3 : ℝ) = d
      field_simp
      ring

/-- For density `n ≥ 0` and `|ζ| ≤ 1`, the kinetic energy density is the unpolarized
expression `(3/10) (3π²)^(2/3) n^(5/3)` times `F(ζ)`. -/
theorem gasKinetic_eq {n ζ : ℝ} (hn : 0 ≤ n) (hζ : |ζ| ≤ 1) :
    gasKinetic n ζ =
      3 / 10 * (3 * π ^ 2) ^ (2 / 3 : ℝ) * n ^ (5 / 3 : ℝ) * polarizationFactor ζ := by
  obtain ⟨hl, hu⟩ := abs_le.mp hζ
  have h1 : 0 ≤ 1 + ζ := by linarith
  have h2 : 0 ≤ 1 - ζ := by linarith
  have scale : ∀ x : ℝ, 0 ≤ x → (n * x / 2) ^ (5 / 3 : ℝ) =
      n ^ (5 / 3 : ℝ) * x ^ (5 / 3 : ℝ) / (2 * 2 ^ (2 / 3 : ℝ)) := by
    intro x hx
    rw [Real.div_rpow (mul_nonneg hn hx) (by norm_num), Real.mul_rpow hn hx,
      rpow_five_thirds 2 (by norm_num)]
  have h6 : 6 * π ^ 2 = 2 * (3 * π ^ 2) := by ring
  have hc : (2 : ℝ) ^ (2 / 3 : ℝ) ≠ 0 := by positivity
  unfold gasKinetic polarizationFactor
  rw [spinKinetic_eq (by positivity), spinKinetic_eq (by positivity),
    scale _ h1, scale _ h2, h6, Real.mul_rpow (by norm_num) (by positivity)]
  -- only the factors of two remain to be collected
  generalize (2 : ℝ) ^ (2 / 3 : ℝ) = c at hc ⊢
  generalize (3 * π ^ 2) ^ (2 / 3 : ℝ) = d
  generalize (1 + ζ) ^ (5 / 3 : ℝ) = a
  generalize (1 - ζ) ^ (5 / 3 : ℝ) = b
  generalize n ^ (5 / 3 : ℝ) = m
  field_simp

/-- Any nonzero polarization with `|ζ| ≤ 1` gives `F(ζ) > 1`. -/
theorem one_lt_factor {ζ : ℝ} (hζ : |ζ| ≤ 1) (h0 : ζ ≠ 0) :
    1 < polarizationFactor ζ := by
  obtain ⟨hl, hu⟩ := abs_le.mp hζ
  -- Bernoulli's inequality for each spin; the linear terms cancel
  have h1 := one_add_mul_self_lt_rpow_one_add hl h0 (p := 5 / 3) (by norm_num)
  have h2 := one_add_mul_self_lt_rpow_one_add (s := -ζ) (by linarith)
    (neg_ne_zero.mpr h0) (p := 5 / 3) (by norm_num)
  rw [← sub_eq_add_neg 1 ζ] at h2
  unfold polarizationFactor
  linarith

/-- Partial polarization, `|ζ| < 1`, gives `F(ζ) < 2^(2/3)`. -/
theorem factor_lt {ζ : ℝ} (hζ : |ζ| < 1) :
    polarizationFactor ζ < 2 ^ (2 / 3 : ℝ) := by
  obtain ⟨hl, hu⟩ := abs_lt.mp hζ
  have bound : ∀ x : ℝ, 0 < x → x < 2 → x ^ (5 / 3 : ℝ) < x * 2 ^ (2 / 3 : ℝ) := by
    intro x hx hx2
    rw [rpow_five_thirds x hx.le]
    exact mul_lt_mul_of_pos_left (Real.rpow_lt_rpow hx.le hx2 (by norm_num)) hx
  have h1 := bound (1 + ζ) (by linarith) (by linarith)
  have h2 := bound (1 - ζ) (by linarith) (by linarith)
  unfold polarizationFactor
  linarith

/-- Full polarization in either direction, `|ζ| = 1`, gives `F(ζ) = 2^(2/3)`. -/
theorem factor_full {ζ : ℝ} (hζ : |ζ| = 1) :
    polarizationFactor ζ = 2 ^ (2 / 3 : ℝ) := by
  have h2 := rpow_five_thirds 2 (by norm_num)
  have h0 : (0 : ℝ) ^ (5 / 3 : ℝ) = 0 := Real.zero_rpow (by norm_num)
  unfold polarizationFactor
  rcases eq_or_eq_neg_of_abs_eq hζ with h | h
  · rw [h, sub_self, one_add_one_eq_two, h0, h2]
    ring
  · rw [h, sub_neg_eq_add, add_neg_cancel, one_add_one_eq_two, h0, h2]
    ring

/-- The unpolarized gas has `F(0) = 1`. -/
lemma factor_zero : polarizationFactor 0 = 1 := by
  norm_num [polarizationFactor]

/-- For density `n ≥ 0` and `|ζ| ≤ 1`, the kinetic energy density is
`(3/10) (3π²)^(2/3) n^(5/3) F(ζ)` with `1 ≤ F(ζ) ≤ 2^(2/3)`; the lower bound is reached
only at `ζ = 0` and the upper one only at `|ζ| = 1`. -/
theorem kinetic_polarization {n ζ : ℝ} (hn : 0 ≤ n) (hζ : |ζ| ≤ 1) :
    gasKinetic n ζ =
      3 / 10 * (3 * π ^ 2) ^ (2 / 3 : ℝ) * n ^ (5 / 3 : ℝ) * polarizationFactor ζ ∧
    1 ≤ polarizationFactor ζ ∧ polarizationFactor ζ ≤ 2 ^ (2 / 3 : ℝ) ∧
    (polarizationFactor ζ = 1 ↔ ζ = 0) ∧
    (polarizationFactor ζ = 2 ^ (2 / 3 : ℝ) ↔ |ζ| = 1) := by
  refine ⟨gasKinetic_eq hn hζ, ?_, ?_, ⟨fun h => ?_, fun h => ?_⟩,
    ⟨fun h => ?_, factor_full⟩⟩
  · by_cases h0 : ζ = 0
    · rw [h0, factor_zero]
    · exact (one_lt_factor hζ h0).le
  · rcases hζ.lt_or_eq with h | h
    · exact (factor_lt h).le
    · exact (factor_full h).le
  · by_contra h0
    exact (one_lt_factor hζ h0).ne' h
  · rw [h, factor_zero]
  · by_contra h1
    exact (factor_lt (lt_of_le_of_ne hζ h1)).ne h

/-- At fixed density `n > 0`, every nonzero polarization with `|ζ| ≤ 1` raises the kinetic
energy density above that of the unpolarized gas. -/
theorem unpolarized_lowest {n ζ : ℝ} (hn : 0 < n) (hζ : |ζ| ≤ 1) (h0 : ζ ≠ 0) :
    gasKinetic n 0 < gasKinetic n ζ := by
  rw [gasKinetic_eq hn.le (by norm_num), gasKinetic_eq hn.le hζ, factor_zero]
  exact mul_lt_mul_of_pos_left (one_lt_factor hζ h0) (by positivity)

/-- At fixed density `n ≥ 0`, the gas with all spins up, `ζ = 1`, has `2^(2/3)` times the kinetic
energy density of the unpolarized gas. -/
theorem fully_polarized_ratio {n : ℝ} (hn : 0 ≤ n) :
    gasKinetic n 1 = 2 ^ (2 / 3 : ℝ) * gasKinetic n 0 := by
  rw [gasKinetic_eq hn (by norm_num), gasKinetic_eq hn (by norm_num), factor_zero,
    factor_full (by norm_num)]
  ring

end

end SpinPolarizedFreeGas
```

```lean
#print axioms SpinPolarizedFreeGas.spinKinetic_eq
-- 'SpinPolarizedFreeGas.spinKinetic_eq' depends on axioms: [propext, Classical.choice, Quot.sound]
#print axioms SpinPolarizedFreeGas.kinetic_polarization
-- 'SpinPolarizedFreeGas.kinetic_polarization' depends on axioms: [propext, Classical.choice, Quot.sound]
#print axioms SpinPolarizedFreeGas.unpolarized_lowest
-- 'SpinPolarizedFreeGas.unpolarized_lowest' depends on axioms: [propext, Classical.choice, Quot.sound]
#print axioms SpinPolarizedFreeGas.fully_polarized_ratio
-- 'SpinPolarizedFreeGas.fully_polarized_ratio' depends on axioms: [propext, Classical.choice, Quot.sound]
```

## What the definitions and theorems say

All quantities are real numbers. `levelDensity k` is the number of states of one spin per unit volume and unit wavenumber. It is put in as a definition and stands for the usual count of plane waves in a large periodic box; the limit of infinite volume is not taken in the code. `fermiWavenumber n` is $k_F$, and here `n` is the density of a single channel, written $n_\sigma$ above. `spinKinetic n` is the integral of $k^2/2$ over the filled states, so the 5/3 law is a theorem about this integral and not a definition.

In `gasKinetic n ζ`, by contrast, `n` is the total density, and the two terms are the channels with densities $n(1+\zeta)/2$ and $n(1-\zeta)/2$. `polarizationFactor` is $F$.

The main theorem, `kinetic_polarization`, assumes `0 ≤ n` and `|ζ| ≤ 1`, which together make both spin densities nonnegative. It states five things at once:

- the kinetic energy density equals $\frac{3}{10}(3\pi^2)^{2/3}n^{5/3}F(\zeta)$;
- $F(\zeta)$ is at least 1;
- $F(\zeta)$ is at most $2^{2/3}$;
- $F(\zeta)=1$ if and only if $\zeta=0$;
- $F(\zeta)=2^{2/3}$ if and only if $|\zeta|=1$.

Two further theorems turn this into comparisons of energies. `unpolarized_lowest` says that any nonzero polarization raises the kinetic energy density at fixed `n`. It assumes `0 < n`, since at $n=0$ both energies vanish and the strict inequality fails. `fully_polarized_ratio` confirms the factor that your first question is about: the gas at $\zeta=1$ has $2^{2/3}$ times the kinetic energy density of the gas at $\zeta=0$.

The model is a uniform gas at zero temperature, without interactions and without the shell effects of a finite simulation cell. Only the kinetic energy is compared, so the ordering does not tell you which polarization an interacting electron gas prefers.

## How the Lean proof runs through the two integrals and the two bounds

`fermiSphere_density` confirms that the closed formula for the Fermi wavenumber is the right one: the states below it hold exactly the density `n`. Its local statement `h` simplifies the level density to $k^2/(2\pi^2)$, `integral_pow` integrates the power, and `cube` undoes the cube root. The later theorems do not use this result. Its role is to tie the definition to its physical meaning.

`spinKinetic_eq` follows the same pattern with $k^4$ in place of $k^2$. Here `fifth` turns the fifth power of a cube root into a 5/3 power, and the first step of the `calc` block is the value $k_F^5/(20\pi^2)$. The lemma `rpow_five_thirds`, which says $x^{5/3}=x\cdot x^{2/3}$ for $x\ge 0$, then splits off the factor $6\pi^2$ that cancels against the denominator.

`gasKinetic_eq` adds the channels. Its local statement `scale` is the displayed formula for the 5/3 power of $n(1\pm\zeta)/2$, and `h6` writes $6\pi^2$ as $2\cdot 3\pi^2$. The `generalize` lines replace each real power by a letter, after which `field_simp` cancels the factors of two as ordinary algebra.

`one_lt_factor` applies Mathlib's strict Bernoulli inequality, `one_add_mul_self_lt_rpow_one_add`, at $\zeta$ and at $-\zeta$. The final `linarith` adds the two results, which is where the linear terms cancel. The inequality holds down to $s=-1$, so full polarization needs no separate treatment here.

`factor_lt` proves the estimate $x^{5/3}<x\cdot 2^{2/3}$ as `bound`, uses it for $1+\zeta$ and $1-\zeta$, and again leaves the addition to `linarith`. `factor_full` evaluates $F$ at $\zeta=1$ and $\zeta=-1$ separately, and `factor_zero` evaluates it at $\zeta=0$.

`kinetic_polarization` assembles these results. Each bound is split into the strict case and the case of equality. The "only if" directions go by contradiction: if $F(\zeta)=1$ with $\zeta\ne 0$, then `one_lt_factor` is violated, and if $F(\zeta)=2^{2/3}$ with $|\zeta|\ne 1$, then `factor_lt` is. In `unpolarized_lowest` the inequality $1<F(\zeta)$ is multiplied by the positive prefactor, and `fully_polarized_ratio` inserts the values of $F$ at 1 and 0.
